# The spectral norm of an operator is unchanged by the unitary transformation exp(sK) with K anti-Hermitian and s real

The theorem `norm_rotated` says that transforming an operator Y into exp(sK) Y exp(−sK), with K anti-Hermitian and s real, leaves its spectral norm unchanged. Operators here are complex square matrices over a finite index set, and Y is arbitrary; it need not be Hermitian. The attempt first shows that the adjoint of exp(sK) is exp(−sK), and from this that exp(sK) is unitary. It then removes the two unitary factors from the norm, the right one first.

The first attempt, which Lean rejects:

```lean
import Mathlib

open Finset Set Filter Topology
open NormedSpace (exp)
open scoped Matrix Matrix.Norms.L2Operator

namespace NormRotated

noncomputable section

variable {n : Type*} [Fintype n] [DecidableEq n]

/-- The transformed operator `exp(tK) X exp(-tK)` with parameter `t`. -/
def rotated (K X : Matrix n n ℂ) (t : ℂ) : Matrix n n ℂ :=
  exp (t • K) * X * exp (t • (-K))

/-- For anti-Hermitian `K` and real `s`, the transformation by `exp(sK)` preserves the spectral
norm of every operator. -/
theorem norm_rotated (K Y : Matrix n n ℂ) (hK : Kᴴ = -K) (s : ℝ) :
    ‖rotated K Y (s : ℂ)‖ = ‖Y‖ := by
  have hstar : star (exp ((s : ℂ) • K)) = exp ((s : ℂ) • (-K)) := by
    rw [Matrix.star_eq_conjTranspose, ← Matrix.exp_conjTranspose, Matrix.conjTranspose_smul, hK]
    simp
  have hU : exp ((s : ℂ) • K) ∈ Matrix.unitaryGroup n ℂ := by
    rw [Matrix.mem_unitaryGroup_iff, hstar, smul_neg,
      ← Matrix.exp_add_of_commute _ _ (Commute.refl _).neg_right, add_neg_cancel,
      NormedSpace.exp_zero]
  unfold rotated
  rw [← hstar, CStarRing.norm_mul_mem_unitary _ (star_mem hU),
    CStarRing.norm_mem_unitary_mul _ hU]

end

end NormRotated
```

Messages:

```
Main.lean:26:38: error(lean.synthInstanceFailed): failed to synthesize instance of type class
  HasDistribNeg (Matrix ?m.104 ?m.104 ?m.105)

Hint: Type class instance resolution failures can be inspected with the `set_option trace.Meta.synthInstance true` command.
Main.lean:29:49: error(lean.synthInstanceFailed): failed to synthesize instance of type class
  StarMemClass (Submonoid (Matrix n n ℂ)) (Matrix n n ℂ)

Hint: Type class instance resolution failures can be inspected with the `set_option trace.Meta.synthInstance true` command.
Main.lean:20:35: error: unsolved goals
n : Type u_1
inst✝¹ : Fintype n
inst✝ : DecidableEq n
K Y : Matrix n n ℂ
hK : Kᴴ = -K
s : ℝ
hstar : star (exp (↑s • K)) = exp (↑s • -K)
hU : exp (↑s • K) ∈ Matrix.unitaryGroup n ℂ
⊢ ‖exp (↑s • K) * Y * star (exp (↑s • K))‖ = ‖Y‖
```

The first error comes from `(Commute.refl _).neg_right`. Lean elaborates this term before the rewrite has matched the goal, so the matrix's index and entry types are still unknown, and the instance `HasDistribNeg`, which `neg_right` needs, can't be found. The repair states the commutation beforehand as `hc`, with the matrix written out.

The second error comes from `star_mem hU`. `Matrix.unitaryGroup n ℂ` is a `Submonoid`, and `star_mem` asks for a `StarMemClass` instance, which would make every submonoid of these matrices closed under the adjoint. That is false in general, and Lean finds no such instance. The repair proves closure for this one element as `hV`: after `star_star`, the goal is that the adjoint of exp(sK) times exp(sK) is the identity, which `Matrix.mem_unitaryGroup_iff'` gives from `hU`.

The third message follows from the second: the last `rw` stopped after `← hstar`, so the norm equation was left unproved. With `hV` in place, both unitary factors are removed and the goal closes.

After these edits no error is left:

```diff
@@ -22,10 +22,14 @@
     rw [Matrix.star_eq_conjTranspose, ← Matrix.exp_conjTranspose, Matrix.conjTranspose_smul, hK]
     simp
+  have hc : Commute ((s : ℂ) • K) (-((s : ℂ) • K)) :=
+    (Commute.refl ((s : ℂ) • K)).neg_right
   have hU : exp ((s : ℂ) • K) ∈ Matrix.unitaryGroup n ℂ := by
     rw [Matrix.mem_unitaryGroup_iff, hstar, smul_neg,
-      ← Matrix.exp_add_of_commute _ _ (Commute.refl _).neg_right, add_neg_cancel,
-      NormedSpace.exp_zero]
+      ← Matrix.exp_add_of_commute _ _ hc, add_neg_cancel, NormedSpace.exp_zero]
+  have hV : star (exp ((s : ℂ) • K)) ∈ Matrix.unitaryGroup n ℂ := by
+    rw [Matrix.mem_unitaryGroup_iff, star_star]
+    exact Matrix.mem_unitaryGroup_iff'.1 hU
   unfold rotated
-  rw [← hstar, CStarRing.norm_mul_mem_unitary _ (star_mem hU),
+  rw [← hstar, CStarRing.norm_mul_mem_unitary _ hV,
     CStarRing.norm_mem_unitary_mul _ hU]
 
```
